# In the symmetric Hubbard dimer, the adiabatic-connection integrand vanishes at dissociation for every fixed positive coupling, but stays at U/2 at zero coupling

The ground-state energy is defined here as the infimum of the set of all eigenvalues of a two-by-two matrix, and the adiabatic-connection integrand, with its Hartree part included, as the derivative of that energy with respect to the coupling constant. Both closed formulas are therefore theorems and not definitions.

The matrix describes two electrons on two equivalent sites, with hopping $t$, on-site repulsion $U$ and a coupling constant $s$ that scales the repulsion:

$$H(s)=\begin{pmatrix}0&-2t\\-2t&sU\end{pmatrix}.$$

The first basis state is the covalent singlet, with one electron on each site. The second is the symmetric ionic singlet, with both electrons on the same site. This matrix is the starting point; its reduction from the full Hubbard Hamiltonian is not derived. Letting $t\to0^+$ at fixed $U$ models the stretching of a bond.

```lean
import Mathlib

open Matrix Filter Topology

namespace HubbardDimerDissociation

noncomputable section

/-- Hamiltonian of the symmetric Hubbard dimer in the basis of the covalent singlet and the
symmetric ionic singlet, with hopping `t` and repulsion `U` scaled by the coupling constant `s`. -/
def hamiltonian (U t s : ℝ) : Matrix (Fin 2) (Fin 2) ℝ :=
  !![0, -2 * t; -2 * t, s * U]
```

An energy level is a real number $e$ with $H(s)v=ev$ for some nonzero $v$. Real vectors suffice because the matrix is real and symmetric.

```lean
/-- The energy levels: all eigenvalues of the Hamiltonian. -/
def levels (U t s : ℝ) : Set ℝ :=
  {e | ∃ v : Fin 2 → ℝ, v ≠ 0 ∧ hamiltonian U t s *ᵥ v = e • v}

/-- The ground-state energy, the infimum of the energy levels. -/
def groundEnergy (U t s : ℝ) : ℝ := sInf (levels U t s)
```

In an adiabatic connection the density is held fixed as $s$ varies. For $t>0$ the symmetry of the dimer keeps the average occupation of each site at one electron for every $s$, so no compensating potential is needed. The derivative $E'(s)$ of the ground-state energy $E(s)$ is then the expectation value of the full, unscaled repulsion in the ground state at coupling $s$, that is, $U$ times the weight of the ionic state. The Hartree part is included. The file contains no density functional; it works with $E'(s)$ directly.

```lean
/-- The adiabatic-connection integrand: the derivative of the ground-state energy with
respect to the coupling constant. -/
def integrand (U t s : ℝ) : ℝ := deriv (groundEnergy U t) s
```

## Energy levels for arbitrary real parameters

The spectrum needs no hypothesis on $U$, $t$ or $s$. With components $v_0,v_1$, the eigenvalue equation reads

$$-2t\,v_1=e\,v_0,\qquad -2t\,v_0=(e-sU)\,v_1 .$$

Multiplying the first equation by $e-sU$ and inserting the second gives $e(e-sU)v_0=4t^2v_0$. Multiplying the second by $e$ and inserting the first gives the same relation for $v_1$. Since one component is nonzero, $e(e-sU)=4t^2$.

Conversely, let $e$ solve this equation. If $t\neq0$, the vector $(-2t,e)$ is an eigenvector; normalised, it is $(-2t,e)/\sqrt{4t^2+e^2}$. If $t=0$, then $e=0$ or $e=sU$, with eigenvectors $(1,0)$ and $(0,1)$. The proof follows the same division into cases, and `k0` and `k1` are the two relations for the components.

```lean
/-- A number `e` is an energy level exactly when it solves the secular equation. -/
theorem mem_levels_iff (U t s e : ℝ) :
    e ∈ levels U t s ↔ e * (e - s * U) = 4 * t ^ 2 := by
  constructor
  · rintro ⟨v, hv, h⟩
    have h0 : -2 * t * v 1 = e * v 0 := by
      have := congrFun h 0
      simpa [hamiltonian, Matrix.mulVec, dotProduct, Fin.sum_univ_succ] using this
    have h1 : -2 * t * v 0 + s * U * v 1 = e * v 1 := by
      have := congrFun h 1
      simpa [hamiltonian, Matrix.mulVec, dotProduct, Fin.sum_univ_succ] using this
    -- the secular polynomial annihilates both amplitudes
    have k0 : (e * (e - s * U) - 4 * t ^ 2) * v 0 = 0 := by
      linear_combination (-(e - s * U)) * h0 + 2 * t * h1
    have k1 : (e * (e - s * U) - 4 * t ^ 2) * v 1 = 0 := by
      linear_combination (-e) * h1 + 2 * t * h0
    by_contra hne
    have hne' : e * (e - s * U) - 4 * t ^ 2 ≠ 0 := sub_ne_zero.mpr hne
    apply hv
    ext i
    fin_cases i
    · exact (mul_eq_zero.mp k0).resolve_left hne'
    · exact (mul_eq_zero.mp k1).resolve_left hne'
  · intro h
    by_cases ht : t = 0
    · subst ht
      have h' : e * (e - s * U) = 0 := by linear_combination h
      rcases mul_eq_zero.mp h' with he | he
      · refine ⟨![1, 0], fun hz => by simpa using congrFun hz 0, ?_⟩
        ext i
        fin_cases i <;>
          simp [hamiltonian, Matrix.mulVec, dotProduct, Fin.sum_univ_succ, he]
      · have he' : e = s * U := by linarith
        refine ⟨![0, 1], fun hz => by simpa using congrFun hz 1, ?_⟩
        ext i
        fin_cases i <;>
          simp [hamiltonian, Matrix.mulVec, dotProduct, Fin.sum_univ_succ, he']
    · refine ⟨![-2 * t, e], fun hz => ht (by simpa using congrFun hz 0), ?_⟩
      ext i
      fin_cases i
      · simp [hamiltonian, Matrix.mulVec, dotProduct, Fin.sum_univ_succ]
        try ring
      · simp [hamiltonian, Matrix.mulVec, dotProduct, Fin.sum_univ_succ]
        linear_combination -h
```

Write $r=\sqrt{s^2U^2+16t^2}$. The number $(sU-r)/2$ is a level, because

$$\frac{sU-r}{2}\cdot\frac{-sU-r}{2}=\frac{r^2-s^2U^2}{4}=4t^2 .$$

Every level satisfies $(sU-2e)^2=r^2$. A level below $(sU-r)/2$ would have $sU-2e>r\ge0$, hence $(sU-2e)^2>r^2$, a contradiction. `IsLeast` records both facts, membership and minimality, so the infimum is attained and

$$E(s)=\tfrac12\left(sU-\sqrt{s^2U^2+16t^2}\right).$$

```lean
/-- The lower root of the secular equation is the least energy level. -/
theorem isLeast_levels (U t s : ℝ) :
    IsLeast (levels U t s) ((s * U - √((s * U) ^ 2 + 16 * t ^ 2)) / 2) := by
  have hr : √((s * U) ^ 2 + 16 * t ^ 2) ^ 2 = (s * U) ^ 2 + 16 * t ^ 2 :=
    Real.sq_sqrt (by positivity)
  have hr0 := Real.sqrt_nonneg ((s * U) ^ 2 + 16 * t ^ 2)
  constructor
  · rw [mem_levels_iff]
    linear_combination hr / 4
  · intro e he
    rw [mem_levels_iff] at he
    by_contra hlt
    have hlt' : √((s * U) ^ 2 + 16 * t ^ 2) < s * U - 2 * e := by
      linarith [not_le.mp hlt]
    nlinarith

/-- Closed form of the ground-state energy. -/
theorem groundEnergy_eq (U t s : ℝ) :
    groundEnergy U t s = (s * U - √((s * U) ^ 2 + 16 * t ^ 2)) / 2 :=
  (isLeast_levels U t s).csInf_eq
```

## Positive hopping makes the energy smooth

The hypothesis $t>0$ says that the sites are still connected, so that the covalent and ionic states mix. By hand it enters when the square root is differentiated: $r'=sU^2/r$ requires $r\neq0$, and $16t^2>0$ ensures this even at $s=0$. Then

$$E'(s)=\frac12\left(U-\frac{sU^2}{r}\right)=\frac U2\left(1-\frac{sU}{\sqrt{s^2U^2+16t^2}}\right).$$

In the proof, `h2` differentiates the radicand, and `h3` differentiates its root after `positivity` has used `ht` to show that the radicand is not zero. No sign is required of $U$ or $s$.

```lean
/-- At positive hopping the ground-state energy is differentiable in the coupling constant, with the
stated derivative. -/
theorem hasDerivAt_groundEnergy (U s : ℝ) {t : ℝ} (ht : 0 < t) :
    HasDerivAt (groundEnergy U t)
      (U / 2 * (1 - s * U / √((s * U) ^ 2 + 16 * t ^ 2))) s := by
  have hE : groundEnergy U t =
      fun s => (s * U - √((s * U) ^ 2 + 16 * t ^ 2)) / 2 :=
    funext (groundEnergy_eq U t)
  rw [hE]
  have h1 : HasDerivAt (fun s : ℝ => s * U) U s := hasDerivAt_mul_const U
  have h2 : HasDerivAt (fun s : ℝ => (s * U) ^ 2 + 16 * t ^ 2) (2 * (s * U) * U) s :=
    ((h1.fun_pow 2).add_const (16 * t ^ 2)).congr_deriv (by simp)
  have h3 := h2.sqrt (by positivity)
  exact ((h1.fun_sub h3).div_const 2).congr_deriv (by ring)
```

For a numerical instance, take $U=3$, $t=1$, $s=1$. Then $r=\sqrt{9+16}=5$, $E=-1$ and $E'=\tfrac32(1-\tfrac35)=0.6$. The normalised ground state is $(2,1)/\sqrt5$ up to sign, so the ionic weight is $1/5$, and $U$ times this weight is again $0.6$.

## With repulsion and positive coupling, the integrand vanishes at dissociation

The hypotheses $U>0$ and $s>0$ say that the electrons repel each other and that the repulsion is switched on. Double occupation then costs the energy $sU$, which hopping can no longer repay when $t$ is small.

By hand, the two hypotheses enter through $sU>0$, and $U>0$ also makes the prefactor $U/2$ positive. Rationalising the difference gives

$$1-\frac{sU}{r}=\frac{r^2-s^2U^2}{r(r+sU)}=\frac{16t^2}{r(r+sU)} .$$

Since $r\ge sU>0$, the denominator is at least $2s^2U^2$, and therefore

$$0<E'(s)\le\frac U2\cdot\frac{16t^2}{2s^2U^2}=\frac{4t^2}{s^2U}.$$

In the proof, `key` is the rationalised identity, `hxr` is $sU\le r$, and `gcongr` replaces $r$ by $sU$ in the denominator.

```lean
/-- For positive repulsion, hopping and coupling, the integrand is positive and at most `4 t² / (s²
U)`. -/
theorem integrand_bound {U t s : ℝ} (hU : 0 < U) (ht : 0 < t) (hs : 0 < s) :
    0 < integrand U t s ∧ integrand U t s ≤ 4 * t ^ 2 / (s ^ 2 * U) := by
  rw [integrand, (hasDerivAt_groundEnergy U s ht).deriv]
  have hx : 0 < s * U := mul_pos hs hU
  have hr : √((s * U) ^ 2 + 16 * t ^ 2) ^ 2 = (s * U) ^ 2 + 16 * t ^ 2 :=
    Real.sq_sqrt (by positivity)
  have hr0 : 0 < √((s * U) ^ 2 + 16 * t ^ 2) := Real.sqrt_pos.mpr (by positivity)
  have hxr : s * U ≤ √((s * U) ^ 2 + 16 * t ^ 2) :=
    Real.le_sqrt_of_sq_le (by nlinarith [sq_nonneg t])
  generalize √((s * U) ^ 2 + 16 * t ^ 2) = r at hr hr0 hxr ⊢
  -- rationalise the difference
  have key : 1 - s * U / r = 16 * t ^ 2 / (r * (r + s * U)) := by
    have hsum : r + s * U ≠ 0 := by positivity
    rw [eq_div_iff (mul_ne_zero hr0.ne' hsum)]
    have hc : s * U / r * r = s * U := div_mul_cancel₀ _ hr0.ne'
    linear_combination hr - (r + s * U) * hc
  rw [key]
  refine ⟨by positivity, ?_⟩
  calc U / 2 * (16 * t ^ 2 / (r * (r + s * U)))
      ≤ U / 2 * (16 * t ^ 2 / (s * U * (s * U + s * U))) := by gcongr
    _ = 4 * t ^ 2 / (s ^ 2 * U) := by
      have := hU.ne'
      have := hs.ne'
      field_simp
      try norm_num
```

In the instance above with $t$ lowered to $0.1$, the integrand is about $0.0132$ and the bound is about $0.0133$.

The bound tends to zero with $t$, and squeezing gives the limit at fixed $s>0$. At $s=0$ the formula gives $E'(0)=U/2$ directly: without interaction the ground state has ionic weight one half, however small the hopping. The theorem below states both facts. The filter `𝓝[>] 0` means that $t$ approaches zero through positive values, and `s` is chosen before the limit is taken.

```lean
/-- Let `U > 0`. As the hopping tends to zero from above, the integrand tends to zero at every fixed
positive coupling, while at zero coupling it equals `U / 2` for every positive hopping. -/
theorem integrand_dissociation_limit {U : ℝ} (hU : 0 < U) :
    (∀ s > 0, Tendsto (fun t => integrand U t s) (𝓝[>] 0) (𝓝 0)) ∧
      ∀ t > 0, integrand U t 0 = U / 2 := by
  constructor
  · intro s hs
    have hlim : Tendsto (fun t : ℝ => 4 * t ^ 2 / (s ^ 2 * U)) (𝓝[>] 0) (𝓝 0) := by
      have hc : Continuous (fun t : ℝ => 4 * t ^ 2 / (s ^ 2 * U)) := by fun_prop
      have h0 := hc.tendsto 0
      simp only [ne_eq, OfNat.ofNat_ne_zero, not_false_eq_true, zero_pow, mul_zero,
        zero_div] at h0
      exact h0.mono_left nhdsWithin_le_nhds
    refine tendsto_of_tendsto_of_tendsto_of_le_of_le' tendsto_const_nhds hlim ?_ ?_
    · filter_upwards [self_mem_nhdsWithin] with t ht
      exact (integrand_bound hU ht hs).1.le
    · filter_upwards [self_mem_nhdsWithin] with t ht
      exact (integrand_bound hU ht hs).2
  · intro t ht
    rw [integrand, (hasDerivAt_groundEnergy U 0 ht).deriv]
    simp
```

Without the sign conditions the limit can change. For $s=-1$ and $U=1$, the formula gives $E'(-1)=\tfrac12\left(1+1/\sqrt{1+16t^2}\right)\to1$. For $s=1$ and $U=-1$, it gives $E'(1)\to-1$. In both cases the effective interaction $sU$ is attractive and the electrons end up on the same site. These two limits are read off from the derivative formula by hand and are not theorems of the file.

## The limit fails if the coupling falls in proportion to the hopping

The limit also assumes that $s$ does not move with $t$. Physically, what matters is the ratio of the scaled repulsion $sU$ to the hopping. Put $s=ct/U$ with a real constant $c$. Then $sU=ct$ and, since $t>0$, $r=t\sqrt{c^2+16}$. The hopping cancels:

$$E'\!\left(\frac{ct}{U}\right)=\frac U2\left(1-\frac{c}{\sqrt{c^2+16}}\right).$$

In the proof, `h` extracts $t$ from the root, and `hU` permits the cancellation of $U$ in $s=ct/U$.

```lean
/-- For positive `U` and `t`, the integrand at the coupling `c t / U` has a value that does not
depend on the hopping `t`. -/
theorem integrand_scaling {U t : ℝ} (hU : 0 < U) (ht : 0 < t) (c : ℝ) :
    integrand U t (c * t / U) = U / 2 * (1 - c / √(c ^ 2 + 16)) := by
  rw [integrand, (hasDerivAt_groundEnergy U _ ht).deriv, div_mul_cancel₀ _ hU.ne']
  have h : √((c * t) ^ 2 + 16 * t ^ 2) = √(c ^ 2 + 16) * t := by
    rw [show (c * t) ^ 2 + 16 * t ^ 2 = (c ^ 2 + 16) * t ^ 2 by ring,
      Real.sqrt_mul (by positivity), Real.sqrt_sq ht.le]
  rw [h, mul_div_mul_right _ _ ht.ne']
```

For $c=3$ the root is $5$ and the value is $U/5$. With $U=3$ and $t=0.1$ this happens at $s=0.1$, where the integrand is again $0.6$, although at $s=1$ it has fallen to about $0.0132$.

Hence convergence on $0<s\le1$ is not uniform. If it were, then for all sufficiently small $t>0$ the integrand would be below $U/5$ on the whole interval. But once $t<U/3$, the coupling $3t/U$ lies in the interval and gives exactly $U/5$. The proof picks a `t` that meets both requirements and reaches this contradiction. The conclusion fails for $U=0$, where the integrand is identically zero and converges uniformly.

```lean
/-- For `U > 0`, the integrand does not tend to zero uniformly on the couplings `0 < s ≤ 1` as the
hopping tends to zero from above. -/
theorem integrand_not_uniform {U : ℝ} (hU : 0 < U) :
    ¬ TendstoUniformlyOn (integrand U) (fun _ => 0) (𝓝[>] 0) (Set.Ioc 0 1) := by
  intro h
  rw [Metric.tendstoUniformlyOn_iff] at h
  have hsmall : ∀ᶠ t : ℝ in 𝓝[>] 0, t ∈ Set.Ioo 0 (U / 3) :=
    Ioo_mem_nhdsGT (by positivity)
  obtain ⟨t, ht, ht0, ht1⟩ := ((h (U / 5) (by positivity)).and hsmall).exists
  -- the coupling 3t/U lies in the interval and gives the value U/5
  have hmem : 3 * t / U ∈ Set.Ioc (0 : ℝ) 1 :=
    ⟨by positivity, by rw [div_le_one hU]; linarith⟩
  have hd := ht _ hmem
  have h5 : √((3 : ℝ) ^ 2 + 16) = 5 := by
    rw [show (3 : ℝ) ^ 2 + 16 = 5 ^ 2 by norm_num, Real.sqrt_sq (by norm_num)]
  rw [integrand_scaling hU ht0 3, h5, Real.dist_eq, abs_lt] at hd
  linarith [hd.1]
```

For approximations that build the adiabatic-connection integrand from weak-coupling data, this two-site model with a single hopping parameter gives a simple stretched-bond test: the fall from $U/2$ takes place on a coupling scale $t/U$ that shrinks as the bond is stretched.

## At zero hopping two levels cross

If $t>0$ is replaced by $t=0$, the covalent energy $0$ and the ionic energy $sU$ cross at $s=0$. For $U>0$ the ground-state energy is

$$E(s)=\frac{sU-|sU|}{2}=\frac U2\,(s-|s|),$$

with slope $U$ on the left of $s=0$ and slope $0$ on the right. There is no derivative at $s=0$, and so the value $U/2$ found for every $t>0$ does not carry over. Lean's `deriv` returns $0$ at such a point, so the statement `integrand U t 0 = U / 2` would be false at $t=0$.

The proof solves the formula for the absolute value, $|s|=s-\tfrac2U E(s)$. If $E$ were differentiable at zero, $|s|$ would be too, which is false. The hypothesis $U>0$ allows the division by $U$ and fixes $|sU|=|s|U$. For $U=0$ the energy at zero hopping vanishes identically and the kink disappears.

```lean
/-- For `U > 0`, the ground-state energy at zero hopping is not differentiable at zero coupling. -/
theorem groundEnergy_kink {U : ℝ} (hU : 0 < U) :
    ¬ DifferentiableAt ℝ (groundEnergy U 0) 0 := by
  intro h
  apply not_differentiableAt_abs_zero
  -- the absolute value is a linear combination of s and the energy
  have e : (abs : ℝ → ℝ) = fun s => s - 2 / U * groundEnergy U 0 s := by
    funext s
    have hsq : √((s * U) ^ 2 + 16 * (0 : ℝ) ^ 2) = |s| * U := by
      rw [show (s * U) ^ 2 + 16 * (0 : ℝ) ^ 2 = (s * U) ^ 2 by ring,
        Real.sqrt_sq_eq_abs, abs_mul, abs_of_pos hU]
    rw [groundEnergy_eq, hsq]
    have hc : U / U = 1 := div_self hU.ne'
    linear_combination (s - |s|) * hc
  rw [e]
  exact differentiableAt_id.sub (h.const_mul (2 / U))

end

end HubbardDimerDissociation
```

```lean
#print axioms HubbardDimerDissociation.integrand_dissociation_limit
-- 'HubbardDimerDissociation.integrand_dissociation_limit' depends on axioms: [propext, Classical.choice, Quot.sound]
#print axioms HubbardDimerDissociation.integrand_not_uniform
-- 'HubbardDimerDissociation.integrand_not_uniform' depends on axioms: [propext, Classical.choice, Quot.sound]
#print axioms HubbardDimerDissociation.groundEnergy_kink
-- 'HubbardDimerDissociation.groundEnergy_kink' depends on axioms: [propext, Classical.choice, Quot.sound]
```
